# Near q = 0, finite Fourier sums have unbounded error for a nonzero dipole vertex and worst-case error of at least half the directional spread for a quadrupole vertex

In a polar crystal, a long-wavelength phonon can produce a macroscopic electric field that scatters electrons. The coupling at small wavevector $q$ contains a dipole term, which grows as $1/|q|$ along a generic direction, and a quadrupole term, which stays finite but can depend on the direction from which $q$ approaches zero. Transport codes often compute the coupling on a coarse grid and interpolate it by a finite Fourier sum. How large must the interpolation error be near $q=0$ if these terms are left in?

## Error bounds for the two vertices

Let $q$ be a real wavevector with finitely many components. For a real matrix $A$, write $A[q]=q\cdot Aq$. Let $\varepsilon$ be the electronic (high-frequency) dielectric matrix, $z$ a fixed effective charge vector and $Q$ a fixed quadrupole matrix. The vertices, without prefactors, are

$$D(q)=\frac{z\cdot q}{\varepsilon[q]},\qquad P(q)=\frac{Q[q]}{\varepsilon[q]}.$$

The interpolant is $F(q)=\sum_{R\in s}c_R\,e^{iR\cdot q}$, with a finite set $s$ of real vectors $R$ and complex coefficients $c_R$.

- **Dipole.** If $\varepsilon[q]>0$ for all $q\ne0$ and $z\neq0$, then $|D(q)-F(q)|$ exceeds any given number at some nonzero $q$ in every neighbourhood of zero.
- **Quadrupole, lower bound.** If $\varepsilon[u]=\varepsilon[v]=1$, then for every $\eta>0$ there are nonzero $q$ arbitrarily close to zero with $|P(q)-F(q)|>\tfrac12|Q[u]-Q[v]|-\eta$.
- **Quadrupole, upper bound.** If $\varepsilon[q]>0$ for all $q\neq0$ and $a\,\varepsilon[q]\le Q[q]\le b\,\varepsilon[q]$ for all $q$, then the constant $(a+b)/2$ has error at most $(b-a)/2$ at every nonzero $q$.

When normalised directions $u$ and $v$ attain $b$ and $a$, the two quadrupole bounds meet, so the factor one half is optimal. When $a=b$, the constant is exact.

## Long-range subtraction before interpolation

In Wannier-type interpolation of electron–phonon coupling, the long-range part is commonly subtracted on the coarse grid and added back analytically on the fine grid. For the bare vertices with fixed $z$, $Q$ and $\varepsilon$, the bounds show what happens if that step is omitted: enlarging the finite set of $R$ vectors removes neither the dipole divergence nor the quadrupole lower bound.

The mismatch is visible along two rays. Take $\varepsilon[u]=\varepsilon[v]=1$ and let $t>0$ decrease to zero. The values of a Fourier sum at $tu$ and $tv$ merge, whereas those of the quadrupole vertex remain $Q[u]$ and $Q[v]$. In mode-resolved couplings, direction-dependent phonon eigenvectors can also separate the two values, so a numerical comparison should use a fixed atomic displacement pattern and treat the dipole term separately.

## Scaling along rays, then comparison at q = 0

For real $t$, both factors of $q$ in the quadratic form are rescaled, so $A[tq]=t^2A[q]$. For $t\ne0$ this gives

$$D(tq)=\frac{t\,z\cdot q}{t^2\varepsilon[q]}=\frac{D(q)}t .$$

Approach zero along $z$ itself. The number $K=D(z)=z\cdot z/\varepsilon[z]$ is positive. Given a real $M$ and a radius $\delta>0$, choose

$$t=\min\left(\frac{\delta}{2\|z\|},\frac{K}{|M|+1}\right).$$

Then $\|tz\|\le\delta/2<\delta$ and $D(tz)=K/t\ge|M|+1>M$, so the dipole vertex is unbounded above near zero.

The Fourier sum is continuous, so there is an $r>0$ with $|F(q)-F(0)|<1$ whenever $\|q\|<r$. By the previous step, choose a nonzero $q$ with $\|q\|<\min(\delta,r)$ and $D(q)>M+|F(0)|+1$. Then

$$|D(q)-F(q)|\ge |D(q)|-|F(q)|>M+|F(0)|+1-(|F(0)|+1)=M.$$

For the quadrupole vertex, the powers of $t$ cancel:

$$P(tu)=\frac{t^2Q[u]}{t^2}=Q[u],\qquad P(tv)=Q[v].$$

Set $\Delta=|Q[u]-Q[v]|$. Choose $r>0$ such that $|F(q)-F(0)|<\eta$ for $\|q\|<r$, and take $t=\min(\delta,r)/(\|u\|+\|v\|+1)$. Both $tu$ and $tv$ then lie within $\min(\delta,r)$ of zero, and they are nonzero because $t>0$ and $\varepsilon[u]=\varepsilon[v]=1$. If both errors were at most $\Delta/2-\eta$, the triangle inequality would give

$$\begin{aligned}
\Delta\le{}&|Q[u]-F(tu)|+|F(tu)-F(0)|\\
&+|F(0)-F(tv)|+|F(tv)-Q[v]|\\
<{}&2(\Delta/2-\eta)+2\eta=\Delta,
\end{aligned}$$

which is impossible. At least one of the two points therefore has the required error.

For the upper bound, division by $\varepsilon[q]>0$ gives $a\le P(q)\le b$. Subtracting the midpoint leaves a number between $-(b-a)/2$ and $(b-a)/2$.

As an example, take $\varepsilon=1$ and $Q=\mathrm{diag}(1,-1)$ in the plane, with $u=(1,0)$ and $v=(0,1)$. The vertex is $1$ along one axis and $-1$ along the other, so every finite Fourier sum has errors above $1-\eta$ arbitrarily close to zero.

## The vertices and their error bounds in Lean

```lean
import Mathlib

open Matrix

namespace PolarVertexInterpolation

noncomputable section

variable {n : Type*} [Fintype n]

/-- The quadratic form `q · A q` of a matrix `A` at the wavevector `q`. -/
def quadForm (A : Matrix n n ℝ) (q : n → ℝ) : ℝ := q ⬝ᵥ (A *ᵥ q)

/-- The dipole vertex `z · q / (q · eps q)` with effective charge vector `z`. -/
def dipoleVertex (eps : Matrix n n ℝ) (z q : n → ℝ) : ℝ :=
  (z ⬝ᵥ q) / quadForm eps q

/-- The quadrupole vertex `q · Q q / (q · eps q)`. -/
def quadrupoleVertex (eps Q : Matrix n n ℝ) (q : n → ℝ) : ℝ :=
  quadForm Q q / quadForm eps q

/-- A finite Fourier sum over the vectors `R` in `s`, with complex coefficients `c R`. -/
def fourierSum (s : Finset (n → ℝ)) (c : (n → ℝ) → ℂ) (q : n → ℝ) : ℂ :=
  ∑ R ∈ s, c R * Complex.exp (Complex.I * ((R ⬝ᵥ q : ℝ) : ℂ))

/-- Rescaling the wavevector by `t` multiplies a quadratic form by `t ^ 2`. -/
theorem quadForm_smul (A : Matrix n n ℝ) (t : ℝ) (q : n → ℝ) :
    quadForm A (t • q) = t ^ 2 * quadForm A q := by
  unfold quadForm
  rw [Matrix.mulVec_smul, smul_dotProduct, dotProduct_smul, smul_eq_mul, smul_eq_mul]
  ring

/-- Rescaling the wavevector by a nonzero `t` divides the dipole vertex by `t`, written here as a
product. -/
theorem dipoleVertex_smul (eps : Matrix n n ℝ) (z q : n → ℝ) {t : ℝ} (ht : t ≠ 0) :
    t * dipoleVertex eps z (t • q) = dipoleVertex eps z q := by
  unfold dipoleVertex
  rw [quadForm_smul, dotProduct_smul, smul_eq_mul]
  by_cases h : quadForm eps q = 0
  · simp [h]
  · field_simp

/-- A finite Fourier sum is a continuous function of the wavevector. -/
theorem continuous_fourierSum (s : Finset (n → ℝ)) (c : (n → ℝ) → ℂ) :
    Continuous (fourierSum s c) := by
  unfold fourierSum dotProduct
  fun_prop

/-- For a positive dielectric matrix and a nonzero charge vector, the dipole vertex
takes arbitrarily large values in every neighbourhood of `q = 0`. -/
theorem dipoleVertex_unbounded (eps : Matrix n n ℝ)
    (hpos : ∀ q, q ≠ 0 → 0 < quadForm eps q) {z : n → ℝ} (hz : z ≠ 0)
    (M : ℝ) {δ : ℝ} (hδ : 0 < δ) :
    ∃ q : n → ℝ, q ≠ 0 ∧ ‖q‖ < δ ∧ M < dipoleVertex eps z q := by
  have hzz : 0 < z ⬝ᵥ z :=
    lt_of_le_of_ne (Finset.sum_nonneg fun i _ => mul_self_nonneg (z i))
      (Ne.symm fun h => hz (dotProduct_self_eq_zero.mp h))
  have hK : 0 < dipoleVertex eps z z := div_pos hzz (hpos z hz)
  have hn : 0 < ‖z‖ := norm_pos_iff.mpr hz
  have hM : 0 < |M| + 1 := by positivity
  -- approach the zone centre along the charge vector itself
  obtain ⟨t, ht, ht1, ht2⟩ : ∃ t : ℝ, 0 < t ∧ t ≤ δ / (2 * ‖z‖) ∧
      t ≤ dipoleVertex eps z z / (|M| + 1) :=
    ⟨min (δ / (2 * ‖z‖)) (dipoleVertex eps z z / (|M| + 1)),
      lt_min (by positivity) (div_pos hK hM), min_le_left _ _, min_le_right _ _⟩
  refine ⟨t • z, smul_ne_zero ht.ne' hz, ?_, ?_⟩
  · rw [norm_smul, Real.norm_of_nonneg ht.le]
    have h := (le_div_iff₀ (by positivity : 0 < 2 * ‖z‖)).mp ht1
    linarith
  · have h := (le_div_iff₀ hM).mp ht2
    rw [← dipoleVertex_smul eps z z ht.ne'] at h
    have h' := le_of_mul_le_mul_left h ht
    linarith [le_abs_self M]

/-- If the dielectric form is positive at every nonzero wavevector and the charge vector is nonzero,
the error of any finite Fourier sum for the dipole vertex is unbounded in every neighbourhood of `q
= 0`. -/
theorem dipole_fourier_error_unbounded (eps : Matrix n n ℝ)
    (hpos : ∀ q, q ≠ 0 → 0 < quadForm eps q) {z : n → ℝ} (hz : z ≠ 0)
    (s : Finset (n → ℝ)) (c : (n → ℝ) → ℂ) (M : ℝ) {δ : ℝ} (hδ : 0 < δ) :
    ∃ q : n → ℝ, q ≠ 0 ∧ ‖q‖ < δ ∧
      M < ‖(dipoleVertex eps z q : ℂ) - fourierSum s c q‖ := by
  -- near the zone centre the Fourier sum stays within 1 of its central value
  obtain ⟨r, hr, hW⟩ := Metric.continuousAt_iff.mp
    (show ContinuousAt (fourierSum s c) 0 from
      (continuous_fourierSum s c).continuousAt) 1 one_pos
  obtain ⟨q, hq, hqn, hqM⟩ := dipoleVertex_unbounded eps hpos hz
    (M + ‖fourierSum s c 0‖ + 1) (lt_min hδ hr)
  refine ⟨q, hq, lt_of_lt_of_le hqn (min_le_left _ _), ?_⟩
  have h1 := @hW q (by
    rw [dist_zero_right]; exact lt_of_lt_of_le hqn (min_le_right _ _))
  rw [dist_eq_norm] at h1
  have h2 : ‖(dipoleVertex eps z q : ℂ)‖ = |dipoleVertex eps z q| := by
    rw [Complex.norm_real, Real.norm_eq_abs]
  have h3 := norm_sub_norm_le (dipoleVertex eps z q : ℂ) (fourierSum s c q)
  have h4 := norm_sub_norm_le (fourierSum s c q) (fourierSum s c 0)
  linarith [le_abs_self (dipoleVertex eps z q)]

/-- If `u` and `v` are normalised by the dielectric matrix, every finite Fourier sum
misses the quadrupole vertex, arbitrarily close to `q = 0`, by more than
`|u · Q u - v · Q v| / 2 - η` for each `η > 0`. -/
theorem quadrupole_fourier_error (eps Q : Matrix n n ℝ) {u v : n → ℝ}
    (hu : quadForm eps u = 1) (hv : quadForm eps v = 1)
    (s : Finset (n → ℝ)) (c : (n → ℝ) → ℂ) {η δ : ℝ} (hη : 0 < η) (hδ : 0 < δ) :
    ∃ q : n → ℝ, q ≠ 0 ∧ ‖q‖ < δ ∧
      |quadForm Q u - quadForm Q v| / 2 - η <
        ‖(quadrupoleVertex eps Q q : ℂ) - fourierSum s c q‖ := by
  obtain ⟨r, hr, hW⟩ := Metric.continuousAt_iff.mp
    (show ContinuousAt (fourierSum s c) 0 from
      (continuous_fourierSum s c).continuousAt) η hη
  have hρ : 0 < min δ r := lt_min hδ hr
  have hN : 0 < ‖u‖ + ‖v‖ + 1 := by positivity
  obtain ⟨t, ht, hte⟩ : ∃ t : ℝ, 0 < t ∧ t * (‖u‖ + ‖v‖ + 1) = min δ r :=
    ⟨min δ r / (‖u‖ + ‖v‖ + 1), div_pos hρ hN, div_mul_cancel₀ _ hN.ne'⟩
  have htu : ‖t • u‖ < min δ r := by
    rw [norm_smul, Real.norm_of_nonneg ht.le]
    nlinarith [mul_nonneg ht.le (norm_nonneg v)]
  have htv : ‖t • v‖ < min δ r := by
    rw [norm_smul, Real.norm_of_nonneg ht.le]
    nlinarith [mul_nonneg ht.le (norm_nonneg u)]
  -- along each ray the vertex keeps a fixed value
  have ray : ∀ w : n → ℝ, quadForm eps w = 1 →
      t • w ≠ 0 ∧ quadrupoleVertex eps Q (t • w) = quadForm Q w := by
    intro w hw
    refine ⟨smul_ne_zero ht.ne' ?_, ?_⟩
    · rintro rfl
      simp [quadForm] at hw
    · unfold quadrupoleVertex
      rw [quadForm_smul, quadForm_smul, hw, mul_one]
      exact mul_div_cancel_left₀ _ (pow_ne_zero 2 ht.ne')
  by_contra! h
  have eu := h (t • u) (ray u hu).1 (lt_of_lt_of_le htu (min_le_left _ _))
  have ev := h (t • v) (ray v hv).1 (lt_of_lt_of_le htv (min_le_left _ _))
  rw [(ray u hu).2] at eu
  rw [(ray v hv).2] at ev
  have wu := @hW (t • u) (by
    rw [dist_zero_right]; exact lt_of_lt_of_le htu (min_le_right _ _))
  have wv := @hW (t • v) (by
    rw [dist_zero_right]; exact lt_of_lt_of_le htv (min_le_right _ _))
  -- the triangle inequality compares the two rays through the central value
  have t1 := dist_triangle4 (quadForm Q u : ℂ) (fourierSum s c (t • u))
    (fourierSum s c (t • v)) (quadForm Q v : ℂ)
  have t2 := dist_triangle_right (fourierSum s c (t • u)) (fourierSum s c (t • v))
    (fourierSum s c 0)
  have e1 : dist (quadForm Q u : ℂ) (quadForm Q v : ℂ) =
      |quadForm Q u - quadForm Q v| := by
    rw [dist_eq_norm, ← Complex.ofReal_sub, Complex.norm_real, Real.norm_eq_abs]
  rw [← dist_eq_norm] at eu ev
  rw [dist_comm] at ev
  linarith

/-- If the dielectric form is positive at every nonzero wavevector and the quadrupole form lies
between `a` and `b` times the dielectric form, the constant Fourier sum `(a + b) / 2` has error at
most `(b - a) / 2` at every nonzero `q`. -/
theorem quadrupole_midpoint_error (eps Q : Matrix n n ℝ)
    (hpos : ∀ q, q ≠ 0 → 0 < quadForm eps q) {a b : ℝ}
    (ha : ∀ q, a * quadForm eps q ≤ quadForm Q q)
    (hb : ∀ q, quadForm Q q ≤ b * quadForm eps q) {q : n → ℝ} (hq : q ≠ 0) :
    ‖(quadrupoleVertex eps Q q : ℂ) -
      fourierSum {0} (fun _ => (((a + b) / 2 : ℝ) : ℂ)) q‖ ≤ (b - a) / 2 := by
  have hW : fourierSum {0} (fun _ => (((a + b) / 2 : ℝ) : ℂ)) q =
      (((a + b) / 2 : ℝ) : ℂ) := by
    simp [fourierSum]
  have h1 : a ≤ quadrupoleVertex eps Q q := (le_div_iff₀ (hpos q hq)).mpr (ha q)
  have h2 : quadrupoleVertex eps Q q ≤ b := (div_le_iff₀ (hpos q hq)).mpr (hb q)
  rw [hW, ← Complex.ofReal_sub, Complex.norm_real, Real.norm_eq_abs, abs_le]
  constructor <;> linarith

/-- In the plane with `eps = 1` and `Q = diag(1, -1)`, every finite Fourier sum has
errors above `1 - η` arbitrarily close to `q = 0`, for each `η > 0`. -/
theorem planar_quadrupole_error (s : Finset (Fin 2 → ℝ)) (c : (Fin 2 → ℝ) → ℂ)
    {η δ : ℝ} (hη : 0 < η) (hδ : 0 < δ) :
    ∃ q : Fin 2 → ℝ, q ≠ 0 ∧ ‖q‖ < δ ∧
      1 - η < ‖(quadrupoleVertex 1 !![1, 0; 0, -1] q : ℂ) - fourierSum s c q‖ := by
  have hu : quadForm (1 : Matrix (Fin 2) (Fin 2) ℝ) ![1, 0] = 1 := by
    simp [quadForm, dotProduct, Fin.sum_univ_two]
  have hv : quadForm (1 : Matrix (Fin 2) (Fin 2) ℝ) ![0, 1] = 1 := by
    simp [quadForm, dotProduct, Fin.sum_univ_two]
  have qu : quadForm (!![1, 0; 0, -1] : Matrix (Fin 2) (Fin 2) ℝ) ![1, 0] = 1 := by
    simp [quadForm, Matrix.mulVec, dotProduct, Fin.sum_univ_two]
  have qv : quadForm (!![1, 0; 0, -1] : Matrix (Fin 2) (Fin 2) ℝ) ![0, 1] = -1 := by
    simp [quadForm, Matrix.mulVec, dotProduct, Fin.sum_univ_two]
  have h := quadrupole_fourier_error 1 !![1, 0; 0, -1] hu hv s c hη hδ
  have e : |(1 : ℝ) - (-1)| / 2 = 1 := by norm_num
  rw [qu, qv, e] at h
  exact h

end

end PolarVertexInterpolation
```

```lean
#print axioms PolarVertexInterpolation.dipole_fourier_error_unbounded
-- 'PolarVertexInterpolation.dipole_fourier_error_unbounded' depends on axioms: [propext, Classical.choice, Quot.sound]
#print axioms PolarVertexInterpolation.quadrupole_midpoint_error
-- 'PolarVertexInterpolation.quadrupole_midpoint_error' depends on axioms: [propext, Classical.choice, Quot.sound]
#print axioms PolarVertexInterpolation.planar_quadrupole_error
-- 'PolarVertexInterpolation.planar_quadrupole_error' depends on axioms: [propext, Classical.choice, Quot.sound]
```

## Fixed real z, Q and ε in a bare small-q vertex

A wavevector is a function `n → ℝ` on a finite index type `n`; three indices give the bulk case. `quadForm A q` is $A[q]$, while `dipoleVertex`, `quadrupoleVertex` and `fourierSum` are $D$, $P$ and $F$. The finite set `s` may contain any real vectors, including lattice vectors, and the phase convention is $e^{iR\cdot q}$ with no additional $2\pi$. Errors are complex absolute values. The norm of $q$ is the largest absolute component, which defines the same neighbourhoods of zero as the Euclidean length.

The hypothesis `hpos` says that $\varepsilon[q]>0$ for every nonzero $q$. Physically, the electronic dielectric constant for a longitudinal field is positive in every direction. Symmetry of $\varepsilon$ or $Q$ is not assumed, since a quadratic form sees only the symmetric part. The theorem `quadrupole_fourier_error` does not need `hpos`; it asks only for the two normalisations `hu` and `hv`.

The theorems guarantee that points with large error exist. They don't say how much of the Brillouin zone such points occupy, or how far a mobility would shift. They treat $z$ and $Q$ as independent of $q$, although phonon eigenvectors in a real crystal can depend on the direction of approach. Sums over reciprocal lattice vectors, damping factors and wavefunction overlaps are absent. The planar example uses the bulk expression with two components and does not model the Coulomb interaction of a two-dimensional material. Nor do the theorems establish that the remainder after a particular subtraction scheme is smooth.

## How the proof follows the rays

`quadForm_smul` and `dipoleVertex_smul` are the scaling laws. `dipoleVertex_unbounded` chooses the minimum displayed above and evaluates the vertex at `t • z`. `dipole_fourier_error_unbounded` combines that point with two reverse triangle inequalities, both from `norm_sub_norm_le`.

In `quadrupole_fourier_error`, the local statement `ray` records the constant value along each direction. The tactic `by_contra!` assumes that every nearby error is small, `dist_triangle4` and `dist_triangle_right` supply the chain through $F(0)$, and `linarith` finds the contradiction. `quadrupole_midpoint_error` turns the bounds on $Q[q]$ into bounds on the quotient, and `planar_quadrupole_error` inserts the two coordinate directions.

## Continuity with a chosen tolerance

The proof turns on `Metric.continuousAt_iff`. First, `continuous_fourierSum` unfolds the finite sum and the dot product, and `fun_prop` assembles continuity from that of sums, products and the exponential. `Metric.continuousAt_iff.mp` then converts continuity at zero into a usable radius: given a positive tolerance, it returns `r`, a proof `hr` that `r` is positive, and a rule `hW` that bounds the change in the Fourier sum at any point closer to zero than `r`.

The tolerance is `1` for the dipole, where any fixed number would do against a divergence. For the quadrupole it is `η`, because the variation of the sum must fit inside the margin allowed in the bound. The rule is applied once in the first case and twice in the second, at `t • u` and `t • v`. No other property of the exponentials enters the lower bounds, so the same argument by hand covers any interpolant continuous at $q=0$, though the file states it only for finite Fourier sums.
